# Particle-hole symmetry of the Hxc potential of the thermal Hubbard atom

## Physical setting

The Hubbard atom is a single spatial orbital with occupations $a\in\{0,1\}$ for spin up and $b\in\{0,1\}$ for spin down. The Hamiltonian $v(\hat n_\uparrow+\hat n_\downarrow)+U\hat n_\uparrow\hat n_\downarrow$ is diagonal in these four Fock states, with energies

$$E(a,b)=v\,(a+b)+U\,ab .$$

Here $v$ is the level position measured from the chemical potential and $U$ is the on-site interaction, of either sign. The temperature $T$ is an energy ($k_B=1$), and $\log$ is the natural logarithm. The thermal density is the grand-canonical average

$$N(T,U,v)=\frac{\sum_{a,b}(a+b)\,e^{-E(a,b)/T}}{\sum_{a,b}e^{-E(a,b)/T}} .$$

Write $x=e^{-v/T}$ for the fugacity and $y=e^{-U/T}$ for the interaction factor, and define

$$\rho(y,x)=\frac{2x+2x^2y}{1+2x+x^2y}.$$

For a prescribed density $n$ with $0<n<2$, set

$$s=\sqrt{(n-1)^2+y\,n(2-n)},\qquad x(n)=\frac{n-1+s}{y(2-n)},$$

$$v_{\rm ext}(n)=-T\log x(n),\qquad v_{\rm Hxc}(n)=T\log\frac{x(n)(2-n)}{n}.$$

In Kohn-Sham theory at finite temperature, the Hartree-exchange-correlation (Hxc) potential is the shift that makes a non-interacting system reproduce the interacting density at the same temperature and chemical potential. For the isolated, spin-unpolarised site considered here this shift has the closed form above, and the symmetry and bounds below are exact conditions against which an approximate potential for this atom can be compared.

## Statement

Throughout, $0<n<2$.

1. $N(T,U,v)=\rho(e^{-U/T},e^{-v/T})$ (`gibbsDensity_eq`).
2. For $y>0$, $x(n)>0$ (`fugacity_pos`); a number $x>0$ satisfies $\rho(y,x)=n$ exactly when $x=x(n)$ (`density_eq_iff`); so the equation has exactly one positive root (`existsUnique_root`).
3. For $T>0$, $N(T,U,v)=n$ exactly when $v=v_{\rm ext}(n)$ (`gibbsDensity_eq_iff`).
4. For $T>0$, if $N(T,U,v)=n$ and $N(T,0,v_s)=n$ for a level $v_s$, then $v_s-v=v_{\rm Hxc}(n)$ (`kohnSham_sub_ext`).
5. For $y>0$, $x(2-n)=1/(x(n)\,y)$, where $x(2-n)$ is the root at density $2-n$ (`fugacity_particle_hole`).
6. For $T>0$ and every real $U$, $v_{\rm Hxc}(n)+v_{\rm Hxc}(2-n)=U$ (`vHxc_particle_hole`).
7. For $T>0$ and every real $U$, $v_{\rm Hxc}(1)=U/2$ (`vHxc_half_filling`); for $T>0$ and $U\ge0$, $0\le v_{\rm Hxc}(n)\le U$ (`vHxc_bounds`).

## Derivation

*Weights.* Since $-E(a,b)/T=(a+b)(-v/T)+ab\,(-U/T)$, each weight is $x^{a+b}y^{ab}$. The four states give $1,\ x,\ x,\ x^2y$ with particle numbers $0,1,1,2$. The denominator is $1+2x+x^2y$ and the numerator is $2x+2x^2y$, which is item 1.

*The root.* For $x>0$ and $y>0$ the denominator of $\rho$ is positive, so $\rho(y,x)=n$ is equivalent to

$$y(2-n)\,x^2-2(n-1)\,x-n=0 .$$

Put $w=x\,y(2-n)-(n-1)$. Expanding $w^2$ and subtracting $s^2$ gives

$$(w-s)(w+s)=y(2-n)\left[y(2-n)x^2-2(n-1)x-n\right],$$

and $y(2-n)>0$, so the quadratic holds exactly when $(w-s)(w+s)=0$. Because $y\,n(2-n)>0$, we have $s^2>(n-1)^2$, hence both $s>n-1$ and $s>1-n$. The first inequality gives $w+s=x\,y(2-n)+\big(s-(n-1)\big)>0$, so only $w=s$ remains, and solving it for $x$ gives $x=x(n)$. The second inequality makes the numerator of $x(n)$ positive, so $x(n)$ is itself an admissible root.

*The level.* With $x=e^{-v/T}>0$, the density equals $n$ exactly when $e^{-v/T}=x(n)$. Since $x(n)>0$ and $T>0$, this is the same as $v=-T\log x(n)$.

*The Kohn-Sham shift.* At $U=0$ one has $y=1$ and $s^2=(n-1)^2+n(2-n)=1$, so the root is $n/(2-n)$ and $v_s=-T\log\frac{n}{2-n}$. Then

$$v_s-v=T\log x(n)-T\log\frac{n}{2-n}=T\log\frac{x(n)(2-n)}{n}.$$

*Particles and holes.* Replace $x$ by $1/(xy)$ and multiply numerator and denominator by $x^2y$:

$$\rho\!\left(y,\frac1{xy}\right)=\frac{2x+2}{x^2y+2x+1}=2-\frac{2x+2x^2y}{1+2x+x^2y}=2-\rho(y,x).$$

With $x=x(n)$, the positive number $1/(x(n)y)$ gives density $2-n\in(0,2)$, and by uniqueness it equals $x(2-n)$.

*The symmetry.* The two arguments of the logarithm are positive, and their product is

$$\frac{x(n)(2-n)}{n}\cdot\frac{1}{x(n)\,y}\,\frac{n}{2-n}=\frac1y .$$

Therefore $v_{\rm Hxc}(n)+v_{\rm Hxc}(2-n)=T\log(1/y)=T\cdot U/T=U$. Setting $n=1$ gives $2v_{\rm Hxc}(1)=U$.

*The bounds.* For $U\ge0$ and $T>0$ one has $0<y\le1$, and

$$s^2-(yn+1-n)^2=y\,n^2(1-y)\ge0 .$$

Hence $s\ge|yn+1-n|\ge yn+1-n$, that is $n-1+s\ge yn$, and

$$\frac{x(n)(2-n)}{n}=\frac{n-1+s}{yn}\ge1 .$$

So $v_{\rm Hxc}(n)\ge0$. The same bound at density $2-n$, inserted into the symmetry, gives $v_{\rm Hxc}(n)=U-v_{\rm Hxc}(2-n)\le U$.

## What the formal version assumes

`energy U v a b` is $E(a,b)$. The occupations are natural numbers, and the sums in `gibbsDensity T U v` run over `range 2`, the set $\{0,1\}$, so this object is $N(T,U,v)$. `density y x` is $\rho(y,x)$, `fugacity y n` is $x(n)$, and `vExt T U n` and `vHxc T U n` are $v_{\rm ext}(n)$ and $v_{\rm Hxc}(n)$ with `exp (-U / T)` put in for $y$. All other quantities are real numbers. The results on `density` and `fugacity` hold for any $y>0$, with no reference to $T$ or $U$.

The spectrum is taken as given. No operators or density matrices appear, and the thermal average is defined directly as a weighted sum over four energies. Both spins see the same level, so there is no magnetic field and no spin density, and there is no hopping and no hybridisation with a bath.

`vHxc` is defined by its formula, and `kohnSham_sub_ext` ties it to the physics as the difference of two levels, measured from a common chemical potential, that give the same density at the same temperature. That theorem takes both levels as given; they exist and are unique by `gibbsDensity_eq_iff`, used at $U$ and at $0$. Finite-temperature density functional theory in the sense of Mermin is built on a variational principle for the grand potential, whereas the density-to-potential map is obtained here by solving a quadratic for one site; no free-energy functional is defined, and $v_{\rm Hxc}$ is not shown to be a derivative of one. The limit $T\to0$ and the end points $n=0$ and $n=2$ are not treated.

`gibbsDensity_eq` carries no condition on $T$. At $T=0$ it holds only through Lean's convention that division by zero gives zero, and it says nothing about the ground state there; every later theorem that involves the temperature assumes `0 < T`.

The symmetry could also have been stated without any closed formula. One would take two interacting levels $v,v'$ with densities $n$ and $2-n$, two non-interacting levels $v_s,v_s'$ with the same densities, and conclude $(v_s-v)+(v_s'-v')=U$. The square root would disappear from the statement and the physical meaning would be visible in the hypotheses, but the theorem would then be conditional on four given levels and would not exhibit $v_{\rm Hxc}$ as a function of $n$. The file contains no theorem in this form; on paper it follows by applying item 4 at $n$ and at $2-n$ and adding with item 6.

## The file

```lean
import Mathlib

open Real Finset

namespace ThermalHubbardAtomDFT

noncomputable section

/-- Energy of the Fock state with spin-up occupation `a` and spin-down occupation `b`,
for level `v` (measured from the chemical potential) and on-site interaction `U`. -/
def energy (U v : ℝ) (a b : ℕ) : ℝ := v * ((a : ℝ) + b) + U * a * b

/-- Grand-canonical average of the particle number over the four Fock states
at temperature `T`. -/
def gibbsDensity (T U v : ℝ) : ℝ :=
  (∑ a ∈ range 2, ∑ b ∈ range 2, ((a : ℝ) + b) * exp (-energy U v a b / T)) /
    (∑ a ∈ range 2, ∑ b ∈ range 2, exp (-energy U v a b / T))

/-- The density as a function of the fugacity `x` and the interaction factor `y`. -/
def density (y x : ℝ) : ℝ := (2 * x + 2 * x ^ 2 * y) / (1 + 2 * x + x ^ 2 * y)

/-- The fugacity `x(n)` as an explicit function of the density `n`. -/
def fugacity (y n : ℝ) : ℝ :=
  (n - 1 + √((n - 1) ^ 2 + y * n * (2 - n))) / (y * (2 - n))

/-- The level position `-T log x(n)` as a function of the density, with `y = exp (-U/T)`. -/
def vExt (T U n : ℝ) : ℝ := -T * log (fugacity (exp (-U / T)) n)

/-- The Hartree-exchange-correlation potential `T log (x(n) (2 - n) / n)`,
with `y = exp (-U/T)`. -/
def vHxc (T U n : ℝ) : ℝ := T * log (fugacity (exp (-U / T)) n * (2 - n) / n)

/-- The thermal particle number equals `density y x` with `y = exp (-U/T)` and
`x = exp (-v/T)`. -/
theorem gibbsDensity_eq (T U v : ℝ) :
    gibbsDensity T U v = density (exp (-U / T)) (exp (-v / T)) := by
  -- each Boltzmann weight is a monomial in x and y
  have key : ∀ a b : ℕ, exp (-energy U v a b / T)
      = exp (-v / T) ^ (a + b) * exp (-U / T) ^ (a * b) := by
    intro a b
    rw [← Real.exp_nat_mul, ← Real.exp_nat_mul, ← Real.exp_add]
    congr 1
    unfold energy
    push_cast
    ring
  simp only [gibbsDensity, key, Finset.sum_range_succ, Finset.sum_range_zero, density]
  congr 1 <;> (try push_cast) <;> ring

/-- For `y > 0` and `0 < n < 2` the fugacity `x(n)` is positive. -/
theorem fugacity_pos {y n : ℝ} (hy : 0 < y) (h0 : 0 < n) (h2 : n < 2) :
    0 < fugacity y n := by
  have hD : 0 < y * n * (2 - n) := mul_pos (mul_pos hy h0) (by linarith)
  have hs : 1 - n < √((n - 1) ^ 2 + y * n * (2 - n)) :=
    Real.lt_sqrt_of_sq_lt (by nlinarith)
  exact div_pos (by linarith) (mul_pos hy (by linarith))

/-- For `y > 0`, a positive fugacity `x` gives the density `n ∈ (0,2)` exactly when `x = x(n)`. -/
theorem density_eq_iff {y x n : ℝ} (hy : 0 < y) (hx : 0 < x) (h0 : 0 < n) (h2 : n < 2) :
    density y x = n ↔ x = fugacity y n := by
  have hD : 0 < y * n * (2 - n) := mul_pos (mul_pos hy h0) (by linarith)
  have ha : 0 < y * (2 - n) := mul_pos hy (by linarith)
  have hZ : 0 < 1 + 2 * x + x ^ 2 * y := by positivity
  have hlt : n - 1 < √((n - 1) ^ 2 + y * n * (2 - n)) :=
    Real.lt_sqrt_of_sq_lt (by linarith)
  have hs : √((n - 1) ^ 2 + y * n * (2 - n)) ^ 2 = (n - 1) ^ 2 + y * n * (2 - n) :=
    Real.sq_sqrt (add_nonneg (sq_nonneg _) hD.le)
  unfold density fugacity
  generalize √((n - 1) ^ 2 + y * n * (2 - n)) = s at hlt hs ⊢
  rw [div_eq_iff hZ.ne', eq_div_iff ha.ne']
  constructor
  · intro h
    -- the quadratic factorises, and the second factor is positive
    have hf : (x * (y * (2 - n)) - (n - 1) - s) * (x * (y * (2 - n)) - (n - 1) + s) = 0 := by
      linear_combination (y * (2 - n)) * h - hs
    have hp : 0 < x * (y * (2 - n)) - (n - 1) + s := by
      have := mul_pos hx ha
      linarith
    have := (mul_eq_zero.mp hf).resolve_right hp.ne'
    linarith
  · intro h
    apply mul_left_cancel₀ ha.ne'
    linear_combination (x * (y * (2 - n)) - (n - 1) + s) * h + hs

/-- For `y > 0` and `0 < n < 2` the equation `n = (2x + 2x²y)/(1 + 2x + x²y)` has exactly one
positive root. -/
theorem existsUnique_root {y n : ℝ} (hy : 0 < y) (h0 : 0 < n) (h2 : n < 2) :
    ∃! x : ℝ, 0 < x ∧ density y x = n :=
  ⟨fugacity y n,
    ⟨fugacity_pos hy h0 h2, (density_eq_iff hy (fugacity_pos hy h0 h2) h0 h2).mpr rfl⟩,
    fun _ h => (density_eq_iff hy h.1 h0 h2).mp h.2⟩

/-- At temperature `T > 0` the level `v` gives the thermal density `n ∈ (0,2)` exactly when
`v = -T log x(n)`. -/
theorem gibbsDensity_eq_iff {T U v n : ℝ} (hT : 0 < T) (h0 : 0 < n) (h2 : n < 2) :
    gibbsDensity T U v = n ↔ v = vExt T U n := by
  have hT' := hT.ne'
  have hpos := fugacity_pos (exp_pos (-U / T)) h0 h2
  rw [gibbsDensity_eq, density_eq_iff (exp_pos _) (exp_pos _) h0 h2]
  unfold vExt
  constructor
  · intro h
    rw [← h, log_exp]
    field_simp
  · intro h
    have e : -(-T * log (fugacity (exp (-U / T)) n)) / T
        = log (fugacity (exp (-U / T)) n) := by
      generalize log (fugacity (exp (-U / T)) n) = L
      field_simp
    rw [h, e, exp_log hpos]

/-- For `T > 0`: if the interacting atom with level `v` and the non-interacting atom with level `vs` have
the same thermal density `n ∈ (0,2)`, then `vs - v = v_Hxc(n)`. -/
theorem kohnSham_sub_ext {T U v vs n : ℝ} (hT : 0 < T) (h0 : 0 < n) (h2 : n < 2)
    (hv : gibbsDensity T U v = n) (hs : gibbsDensity T 0 vs = n) :
    vs - v = vHxc T U n := by
  have h2' : 0 < 2 - n := by linarith
  have hpos := fugacity_pos (exp_pos (-U / T)) h0 h2
  -- without interaction the fugacity is n / (2 - n)
  have hfree : fugacity 1 n = n / (2 - n) := by
    have e : (n - 1) ^ 2 + 1 * n * (2 - n) = 1 := by ring
    unfold fugacity
    rw [e, Real.sqrt_one]
    congr 1 <;> ring
  have e0 : exp (-(0 : ℝ) / T) = 1 := by simp
  rw [(gibbsDensity_eq_iff hT h0 h2).mp hv, (gibbsDensity_eq_iff hT h0 h2).mp hs]
  unfold vExt vHxc
  rw [e0, hfree, Real.log_div h0.ne' h2'.ne', Real.log_div (mul_pos hpos h2').ne' h0.ne',
    Real.log_mul hpos.ne' h2'.ne']
  ring

/-- Particle-hole symmetry of the fugacity for `y > 0` and `0 < n < 2`: `x(2 - n) = 1 / (x(n) y)`. -/
theorem fugacity_particle_hole {y n : ℝ} (hy : 0 < y) (h0 : 0 < n) (h2 : n < 2) :
    fugacity y (2 - n) = 1 / (fugacity y n * y) := by
  have hx := fugacity_pos hy h0 h2
  have hd := (density_eq_iff hy hx h0 h2).mpr rfl
  generalize fugacity y n = x at hx hd ⊢
  -- the map x ↦ 1 / (x y) exchanges particles and holes
  have ph : density y (1 / (x * y)) = 2 - density y x := by
    have h1 : 1 + 2 * (1 / (x * y)) + (1 / (x * y)) ^ 2 * y ≠ 0 := by positivity
    have h3 : 1 + 2 * x + x ^ 2 * y ≠ 0 := by positivity
    have hx' := hx.ne'
    have hy' := hy.ne'
    unfold density
    rw [eq_sub_iff_add_eq, div_add_div _ _ h1 h3, div_eq_iff (mul_ne_zero h1 h3)]
    field_simp
    ring
  rw [hd] at ph
  exact ((density_eq_iff hy (by positivity) (by linarith) (by linarith)).mp ph).symm

/-- For `T > 0`, any interaction `U` and `0 < n < 2`: `v_Hxc(n) + v_Hxc(2 - n) = U`. -/
theorem vHxc_particle_hole {T n : ℝ} (U : ℝ) (hT : 0 < T) (h0 : 0 < n) (h2 : n < 2) :
    vHxc T U n + vHxc T U (2 - n) = U := by
  have hy := exp_pos (-U / T)
  have hx := fugacity_pos hy h0 h2
  have h2' : 0 < 2 - n := by linarith
  have hU : U = T * log (exp (-U / T))⁻¹ := by
    have hT' := hT.ne'
    rw [Real.log_inv, log_exp]
    field_simp
  unfold vHxc
  rw [fugacity_particle_hole hy h0 h2, sub_sub_cancel]
  generalize fugacity (exp (-U / T)) n = x at hx ⊢
  generalize exp (-U / T) = y at hy hU ⊢
  have h1 : 0 < x * (2 - n) / n := div_pos (mul_pos hx h2') h0
  have h3 : 0 < 1 / (x * y) * n / (2 - n) := div_pos (by positivity) h2'
  -- the two arguments of the logarithm multiply to 1 / y
  have hprod : x * (2 - n) / n * (1 / (x * y) * n / (2 - n)) = y⁻¹ := by
    have := hx.ne'
    have := hy.ne'
    have := h0.ne'
    have := h2'.ne'
    field_simp
  rw [← mul_add, ← Real.log_mul h1.ne' h3.ne', hprod]
  exact hU.symm

/-- At half filling `v_Hxc(1) = U / 2` for every temperature `T > 0`. -/
theorem vHxc_half_filling {T : ℝ} (U : ℝ) (hT : 0 < T) : vHxc T U 1 = U / 2 := by
  have h := vHxc_particle_hole U hT one_pos one_lt_two
  rw [show (2 : ℝ) - 1 = 1 by norm_num] at h
  linarith

/-- For `U ≥ 0`, `T > 0` and `0 < n < 2` the potential lies between `0` and `U`. -/
theorem vHxc_bounds {T U n : ℝ} (hT : 0 < T) (hU : 0 ≤ U) (h0 : 0 < n) (h2 : n < 2) :
    0 ≤ vHxc T U n ∧ vHxc T U n ≤ U := by
  have hy1 : exp (-U / T) ≤ 1 := by
    have := exp_le_exp.mpr (div_nonpos_of_nonpos_of_nonneg (neg_nonpos.mpr hU) hT.le)
    rwa [exp_zero] at this
  -- for y ≤ 1 the fugacity is at least the non-interacting one
  have key : ∀ y m : ℝ, 0 < y → y ≤ 1 → 0 < m → m < 2 → 1 ≤ fugacity y m * (2 - m) / m := by
    intro y m hy hy' hm hm2
    have hm' : 0 < 2 - m := by linarith
    have hp : 0 ≤ y * m ^ 2 * (1 - y) := mul_nonneg (by positivity) (by linarith)
    have hs : y * m + 1 - m ≤ √((m - 1) ^ 2 + y * m * (2 - m)) :=
      le_trans (le_abs_self _) (Real.abs_le_sqrt (by nlinarith))
    rw [le_div_iff₀ hm, one_mul]
    unfold fugacity
    rw [div_mul_eq_mul_div, le_div_iff₀ (mul_pos hy hm')]
    nlinarith [mul_le_mul_of_nonneg_right hs hm'.le]
  have low : ∀ m : ℝ, 0 < m → m < 2 → 0 ≤ vHxc T U m := fun m hm hm2 =>
    mul_nonneg hT.le (Real.log_nonneg (key _ m (exp_pos _) hy1 hm hm2))
  have h1 := low (2 - n) (by linarith) (by linarith)
  have h3 := vHxc_particle_hole U hT h0 h2
  exact ⟨low n h0 h2, by linarith⟩

end

end ThermalHubbardAtomDFT
```

```lean
#print axioms ThermalHubbardAtomDFT.kohnSham_sub_ext
#print axioms ThermalHubbardAtomDFT.vHxc_particle_hole
#print axioms ThermalHubbardAtomDFT.vHxc_half_filling
#print axioms ThermalHubbardAtomDFT.vHxc_bounds
```

```
'ThermalHubbardAtomDFT.kohnSham_sub_ext' depends on axioms: [propext, Classical.choice, Quot.sound]
'ThermalHubbardAtomDFT.vHxc_particle_hole' depends on axioms: [propext, Classical.choice, Quot.sound]
'ThermalHubbardAtomDFT.vHxc_half_filling' depends on axioms: [propext, Classical.choice, Quot.sound]
'ThermalHubbardAtomDFT.vHxc_bounds' depends on axioms: [propext, Classical.choice, Quot.sound]
```

## Notes on the proof

In `gibbsDensity_eq`, `key` writes each weight as $x^{a+b}y^{ab}$ by collecting the powers into one exponent. The sums are then expanded, and numerator and denominator are compared separately.

`fugacity_pos` obtains $s>1-n$ from `Real.lt_sqrt_of_sq_lt` and divides a positive numerator by $y(2-n)>0$.

`density_eq_iff` records $s>n-1$ as `hlt` and the value of $s^2$ as `hs`, then replaces the square root by a variable `s`, so that the rest is polynomial algebra. After both denominators are cleared, the forward direction proves $(w-s)(w+s)=0$ as `hf` by `linear_combination (y * (2 - n)) * h - hs`, which is the displayed identity for $(w-s)(w+s)$. Then `hp` gives $w+s>0$, and the other factor must vanish. The reverse direction multiplies $w=s$ by $w+s$, adds `hs`, and cancels $y(2-n)$. `existsUnique_root` offers `fugacity y n` as the root, takes existence from the reverse direction and uniqueness from the forward one.

`gibbsDensity_eq_iff` reduces the claim to $e^{-v/T}=x(n)$ and passes between this and $v=-T\log x(n)$ with `log_exp` in one direction and `exp_log` in the other, where $x(n)>0$ is needed. `kohnSham_sub_ext` computes the free root $n/(2-n)$ in `hfree`, substitutes both levels, and splits the logarithms into $\log x(n)$, $\log n$ and $\log(2-n)$, after which both sides agree by `ring`.

`fugacity_particle_hole` keeps only two properties of $x(n)$, that it is positive and that it gives density $n$. The identity `ph` is $\rho(y,1/(xy))=2-\rho(y,x)$, and `density_eq_iff` at density $2-n$ identifies the root. In `vHxc_particle_hole`, `hU` states $U=T\log(1/y)$, `hprod` is the product of the two arguments, and `Real.log_mul` merges the two logarithms, which `h1` and `h3` show to have positive arguments.

In `vHxc_bounds`, `key` and `low` are stated for a general density `m` so that they apply at both $n$ and $2-n$. Inside `key`, `hp` is $y\,m^2(1-y)\ge0$ and `hs` is the lower bound on the square root, obtained through `Real.abs_le_sqrt` since $ym+1-m$ may be negative.
